# The Coulomb potential of a half-chain with bounded net charge converges, with remainder at most 2B/(N+1)

The potential at the origin of an infinite chain of charges is here the limit of its partial sums, taken site by site outwards from the origin. The order matters because the series need not converge absolutely: for charges of alternating sign and equal magnitude, the sizes of the terms add up to a divergent harmonic series.

The charges q_n are real numbers at the sites n = 1, 2, 3, … on one side of the origin. Distances are measured in lattice spacings and the Coulomb prefactor is set to one, so site n contributes q_n/n. No periodicity is assumed. What is assumed is that the first N sites together never carry a charge larger than some B in absolute value, whatever N is. Physically, positive and negative charges compensate each other along the chain, up to a bounded excess.

```lean
import Mathlib

open Filter Topology

namespace DisorderedChain

noncomputable section
```

## Net charge and potential

Write S_N for the charge of the first N sites:

S_N = q_1 + … + q_N,  S_0 = 0.

In Lean a chain is a function `q : ℕ → ℝ`, and S_N is `netCharge q N`. The sum runs over `Finset.Icc 1 N`, the integers from 1 to N, so the value of q at 0 plays no part.

```lean
/-- Total charge of the sites `1, ..., N` of the chain. -/
def netCharge (q : ℕ → ℝ) (N : ℕ) : ℝ := ∑ n ∈ Finset.Icc 1 N, q n
```

The argument uses only two properties of 1/n, that it does not increase with n and that it tends to zero. It is therefore carried out for a general interaction v(n), the potential at the origin of a unit charge at site n:

P_N = q_1 v(1) + … + q_N v(N).

```lean
/-- Potential at the origin due to the sites `1, ..., N`, when a unit charge at site `n`
contributes `v n`. -/
def potential (v q : ℕ → ℝ) (N : ℕ) : ℝ := ∑ n ∈ Finset.Icc 1 N, q n * v n
```

One particular chain will show that the remainder bound is attained. For N ≥ 1 it has charge −B at site 1, charge 2B at site N+1, and nothing elsewhere.

```lean
/-- A chain with charge `-B` at site `1`, charge `2 B` at site `N + 1`, and no other charges
(for `N ≥ 1`). -/
def extremalChain (B : ℝ) (N : ℕ) (n : ℕ) : ℝ :=
  (if n = 1 then -B else 0) + (if n = N + 1 then 2 * B else 0)
```

## Summation by parts

The charge of a single site is the difference of two successive net charges:

S_{N+1} = S_N + q_{N+1}.

```lean
/-- Adding one site adds its charge to the net charge. -/
theorem netCharge_succ (q : ℕ → ℝ) (N : ℕ) :
    netCharge q (N + 1) = netCharge q N + q (N + 1) := by
  unfold netCharge
  exact Finset.sum_Icc_succ_top (by omega) _
```

Now take the k sites that follow site N. Replacing each q_n by S_n − S_{n−1} gives

P_{N+k} − P_N = Σ_{n=N+1}^{N+k} (S_n − S_{n−1}) v(n).

Shift the index in the part containing S_{n−1} and collect the terms with the same S_n:

P_{N+k} − P_N = S_{N+k} v(N+k+1) − S_N v(N+1) + Σ_{n=N+1}^{N+k} S_n (v(n) − v(n+1)).

The individual charges have disappeared in favour of the net charges, which are the quantities under control. In the Lean statement the summation index is j = n − N − 1, running from 0 to k − 1.

The Lean proof is an induction on k. When site N+k+1 is added, the right-hand side changes by

S_{N+k+1} v(N+k+2) − S_{N+k} v(N+k+1) + S_{N+k+1} (v(N+k+1) − v(N+k+2)) = q_{N+k+1} v(N+k+1),

which is the contribution of the new site. `linear_combination` checks this algebra.

```lean
/-- Summation by parts: the potential of the `k` sites following site `N`, expressed through two
boundary terms and a sum of net charges times the differences of the interaction between
neighbouring sites. -/
theorem potential_block (v q : ℕ → ℝ) (N k : ℕ) :
    potential v q (N + k) - potential v q N =
      netCharge q (N + k) * v (N + k + 1) - netCharge q N * v (N + 1)
        + ∑ j ∈ Finset.range k,
            netCharge q (N + j + 1) * (v (N + j + 1) - v (N + j + 1 + 1)) := by
  induction k with
  | zero => simp
  | succ k ih =>
    have hP : potential v q (N + k + 1)
        = potential v q (N + k) + q (N + k + 1) * v (N + k + 1) := by
      unfold potential
      exact Finset.sum_Icc_succ_top (by omega) _
    have hS := netCharge_succ q (N + k)
    simp only [← Nat.add_assoc]
    rw [Finset.sum_range_succ]
    linear_combination ih + hP - v (N + k + 1) * hS
```

## A bound for every finite block

Suppose that |S_N| ≤ B for all N, and that v is nonnegative and nonincreasing from site 1 on. The two boundary terms satisfy

|S_{N+k} v(N+k+1)| ≤ B v(N+k+1),  |S_N v(N+1)| ≤ B v(N+1).

In the remaining sum every difference v(n) − v(n+1) is nonnegative, so the sum telescopes after each |S_n| is replaced by B:

|Σ_{n=N+1}^{N+k} S_n (v(n) − v(n+1))| ≤ B (v(N+1) − v(N+k+1)).

Adding the three estimates cancels v(N+k+1) and leaves

|P_{N+k} − P_N| ≤ 2B v(N+1),

whatever the length k of the block. In the proof, `bdry` is the estimate of the boundary terms and `bulk` the telescoping estimate, again by induction; `linarith` adds them.

```lean
/-- If the net charges are bounded by `B` and the interaction is nonnegative and does not
increase with distance, any block of sites following site `N` contributes at most
`2 B v(N+1)` to the potential, in absolute value. -/
theorem abs_potential_block_le {v q : ℕ → ℝ} {B : ℝ}
    (hB : ∀ N, |netCharge q N| ≤ B)
    (hv : ∀ n, 1 ≤ n → v (n + 1) ≤ v n) (hpos : ∀ n, 1 ≤ n → 0 ≤ v n) (N k : ℕ) :
    |potential v q (N + k) - potential v q N| ≤ 2 * B * v (N + 1) := by
  -- the two boundary terms
  have bdry : ∀ M n, 1 ≤ n → |netCharge q M * v n| ≤ B * v n := by
    intro M n hn
    rw [abs_mul, abs_of_nonneg (hpos n hn)]
    exact mul_le_mul_of_nonneg_right (hB M) (hpos n hn)
  -- the bulk term telescopes
  have bulk : ∀ k, |∑ j ∈ Finset.range k,
      netCharge q (N + j + 1) * (v (N + j + 1) - v (N + j + 1 + 1))|
        ≤ B * (v (N + 1) - v (N + k + 1)) := by
    intro k
    induction k with
    | zero => simp
    | succ k ih =>
      have hd : 0 ≤ v (N + k + 1) - v (N + k + 1 + 1) :=
        sub_nonneg.mpr (hv (N + k + 1) (by omega))
      have ht : |netCharge q (N + k + 1) * (v (N + k + 1) - v (N + k + 1 + 1))|
          ≤ B * (v (N + k + 1) - v (N + k + 1 + 1)) := by
        rw [abs_mul, abs_of_nonneg hd]
        exact mul_le_mul_of_nonneg_right (hB _) hd
      simp only [← Nat.add_assoc]
      rw [Finset.sum_range_succ]
      rw [abs_le] at ih ht ⊢
      constructor <;> linarith [ih.1, ih.2, ht.1, ht.2]
  have h1 := abs_le.mp (bdry (N + k) (N + k + 1) (by omega))
  have h2 := abs_le.mp (bdry N (N + 1) (by omega))
  have h3 := abs_le.mp (bulk k)
  rw [potential_block, abs_le]
  constructor <;> linarith [h1.1, h1.2, h2.1, h2.2, h3.1, h3.2]
```

## From finite blocks to the infinite chain

Let v be nonincreasing from site 1 on and tend to zero. Then it is nonnegative there, since a nonincreasing sequence never lies below its limit. The block bound therefore applies, and for M ≥ N

|P_M − P_N| ≤ 2B v(N+1) → 0 as N → ∞.

The partial potentials form a Cauchy sequence of real numbers and so converge to some V. Keeping N fixed and letting M → ∞ in the same inequality gives

|V − P_N| ≤ 2B v(N+1).

The Lean proof takes these steps in the same order: `hpos` is the nonnegativity, `hcauchy` the Cauchy property, and `le_of_tendsto` carries the inequality over to the limit. In the statement, `Tendsto (potential v q) atTop (𝓝 V)` says that P_N → V as N → ∞.

```lean
/-- If the net charges are bounded by `B` and the interaction decreases (weakly) to zero with
distance, the potential of the chain converges, and the sites beyond `N` contribute at most
`2 B v(N+1)` in absolute value. -/
theorem potential_converges {v q : ℕ → ℝ} {B : ℝ}
    (hB : ∀ N, |netCharge q N| ≤ B)
    (hv : ∀ n, 1 ≤ n → v (n + 1) ≤ v n) (hlim : Tendsto v atTop (𝓝 0)) :
    ∃ V : ℝ, Tendsto (potential v q) atTop (𝓝 V) ∧
      ∀ N, |V - potential v q N| ≤ 2 * B * v (N + 1) := by
  have hshift : Tendsto (fun n => v (n + 1)) atTop (𝓝 0) :=
    hlim.comp (tendsto_add_atTop_nat 1)
  have hanti : Antitone (fun n => v (n + 1)) :=
    antitone_nat_of_succ_le fun n => hv (n + 1) (by omega)
  -- a decreasing interaction with limit zero is nonnegative
  have hpos : ∀ n, 1 ≤ n → 0 ≤ v n := by
    intro n hn
    obtain ⟨m, rfl⟩ := Nat.exists_eq_add_of_le' hn
    exact hanti.le_of_tendsto hshift m
  have hblock : ∀ N M, N ≤ M →
      |potential v q M - potential v q N| ≤ 2 * B * v (N + 1) := by
    intro N M h
    obtain ⟨k, rfl⟩ := Nat.exists_eq_add_of_le h
    exact abs_potential_block_le hB hv hpos N k
  have hzero : Tendsto (fun N => 2 * B * v (N + 1)) atTop (𝓝 0) := by
    simpa using hshift.const_mul (2 * B)
  have hcauchy : CauchySeq (potential v q) := by
    refine cauchySeq_of_le_tendsto_0' (fun N => 2 * B * v (N + 1)) ?_ hzero
    intro N M h
    rw [dist_comm, Real.dist_eq]
    exact hblock N M h
  obtain ⟨V, hV⟩ := cauchySeq_tendsto_of_complete hcauchy
  refine ⟨V, hV, fun N => ?_⟩
  -- the block bound survives the limit of an infinite block
  refine le_of_tendsto (hV.sub_const (potential v q N)).abs ?_
  filter_upwards [eventually_ge_atTop N] with M hM
  exact hblock N M hM
```

Without the assumption that v is nonincreasing, convergence can fail. Take v(n) = 1/n for odd n and v(n) = 0 for even n, with charges +1, −1, +1, −1, …. The net charges are 0 or 1 and v tends to zero, but only the positive charges contribute, and 1 + 1/3 + 1/5 + … diverges.

## The Coulomb case

For v(n) = 1/n both conditions hold, since 1/(n+1) ≤ 1/n for n ≥ 1 and 1/n → 0. The general result becomes

|V − Σ_{n=1}^{N} q_n/n| ≤ 2B/(N+1) for every N ≥ 0.

The theorem `coulomb_converges` writes the sums out, so it can be read without the definitions above. Its one hypothesis, `hB`, is the bound on the net charges; at N = 0 it reads 0 ≤ B. The conclusion supplies one V that is the limit of the partial sums and satisfies the remainder bound for all N. The proof identifies `potential` for v(n) = 1/n with the explicit sum and applies the general theorem.

```lean
/-- Coulomb chain: if all net charges `q₁ + ... + q_N` are bounded by `B` in absolute value,
the partial sums of `q_n / n` converge, and the remainder beyond `n = N` is at most
`2 B / (N + 1)` in absolute value. -/
theorem coulomb_converges {q : ℕ → ℝ} {B : ℝ}
    (hB : ∀ N, |∑ n ∈ Finset.Icc 1 N, q n| ≤ B) :
    ∃ V : ℝ, Tendsto (fun N : ℕ => ∑ n ∈ Finset.Icc 1 N, q n / (n : ℝ)) atTop (𝓝 V) ∧
      ∀ N : ℕ, |V - ∑ n ∈ Finset.Icc 1 N, q n / (n : ℝ)| ≤ 2 * B / ((N : ℝ) + 1) := by
  have hP : ∀ N, potential (fun n => 1 / (n : ℝ)) q N
      = ∑ n ∈ Finset.Icc 1 N, q n / (n : ℝ) := by
    intro N
    unfold potential
    exact Finset.sum_congr rfl fun n _ => by ring
  have hv : ∀ n : ℕ, 1 ≤ n → 1 / ((n + 1 : ℕ) : ℝ) ≤ 1 / (n : ℝ) := by
    intro n hn
    have hn' : (0 : ℝ) < n := by exact_mod_cast hn
    exact one_div_le_one_div_of_le hn' (by push_cast; linarith)
  obtain ⟨V, hV, hR⟩ := potential_converges (v := fun n => 1 / (n : ℝ)) (q := q) hB hv
    tendsto_one_div_atTop_nhds_zero_nat
  refine ⟨V, hV.congr hP, fun N => ?_⟩
  have h := hR N
  rw [hP N] at h
  refine h.trans (le_of_eq ?_)
  push_cast
  ring
```

For fixed point charges on one side of an equally spaced chain, this tells a simulation how many sites suffice for a given truncation error: N + 1 ≥ 2B/ε guarantees an error of at most ε > 0. The theorem `coulomb_converges` is for equal spacing. Sites at distances 0 < x_1 ≤ x_2 ≤ … tending to infinity fall under the general theorem with v(n) = 1/x_n, and the bound is then 2B/x_{N+1}. Two- and three-dimensional lattices are not treated here. For a chain extending in both directions, it applies to each half whose own net charges are bounded.

The potential could also have been modelled as an unordered sum, as Mathlib's `Summable` does. For real terms that amounts to absolute convergence. The result would then no longer hold under the same hypothesis, because the alternating chain would be a counterexample, and a stronger condition on the charges would be needed.

## A chain that attains the bound

For the chain with −B at site 1 and 2B at site N+1, the first M sites produce the potential

P_M = 0 for M = 0,
P_M = −B v(1) for 1 ≤ M ≤ N,
P_M = −B v(1) + 2B v(N+1) for M ≥ N+1.

The Lean formula expresses the same cases by two `if` terms, one for each charge.

```lean
/-- Potential of the first `M` sites of the extremal chain. -/
theorem potential_extremalChain (v : ℕ → ℝ) (B : ℝ) (N M : ℕ) :
    potential v (extremalChain B N) M =
      (if 1 ≤ M then -B * v 1 else 0) + (if N + 1 ≤ M then 2 * B * v (N + 1) else 0) := by
  simp only [potential, extremalChain, add_mul, ite_mul, zero_mul, Finset.sum_add_distrib,
    Finset.sum_ite_eq', Finset.mem_Icc]
  simp
```

Setting v = 1 turns the potential into the net charge, which is 0, then −B, then +B, and so never exceeds B in absolute value. The potential stops changing once site N+1 is included, so the sites beyond N contribute exactly 2B v(N+1). In the Coulomb case this is 2B/(N+1), and the factor 2 cannot be lowered for any N ≥ 1. The chain is chosen separately for each N.

The restriction N ≥ 1 has a simple reason. At N = 0 the boundary term S_0 v(1) vanishes, and the same estimates give the smaller bound B v(1).

The Lean proof treats the two claims in turn: `split_ifs` goes through the cases for the net charge, and the limit follows because the potential is eventually constant.

```lean
/-- The remainder bound is sharp: for `N ≥ 1` the extremal chain has net charges bounded by `B`,
and its sites beyond `N` contribute exactly `2 B v(N+1)`. -/
theorem remainder_bound_sharp (v : ℕ → ℝ) {B : ℝ} (hB : 0 ≤ B) {N : ℕ} (hN : 1 ≤ N) :
    (∀ M, |netCharge (extremalChain B N) M| ≤ B) ∧
      Tendsto (potential v (extremalChain B N)) atTop
        (𝓝 (potential v (extremalChain B N) N + 2 * B * v (N + 1))) := by
  constructor
  · intro M
    have h : netCharge (extremalChain B N) M
        = potential (fun _ => 1) (extremalChain B N) M := by
      simp [netCharge, potential]
    rw [h, potential_extremalChain]
    split_ifs <;>
      first
        | (exfalso; omega)
        | (rw [abs_le]; constructor <;> linarith)
  · -- the potential no longer changes once site `N + 1` is included
    have h : ∀ᶠ M in atTop, potential v (extremalChain B N) M
        = potential v (extremalChain B N) N + 2 * B * v (N + 1) := by
      filter_upwards [eventually_ge_atTop (N + 1)] with M hM
      have h1 : 1 ≤ M := by omega
      have h2 : ¬ (N + 1 ≤ N) := by omega
      rw [potential_extremalChain v B N M, potential_extremalChain v B N N,
        if_pos h1, if_pos hM, if_pos hN, if_neg h2]
      ring
    exact tendsto_const_nhds.congr' (h.mono fun _ hM => hM.symm)
```

## Disorder made of neutral pairs

Bounded net charge is compatible with a good deal of disorder. Let the sites be grouped in pairs (1, 2), (3, 4), …, with charges that cancel within each pair:

q_{2k+2} = −q_{2k+1},  |q_{2k+1}| ≤ B,  k = 0, 1, 2, ….

The sign and magnitude may vary freely from pair to pair. Complete pairs carry no net charge, so

S_{2k} = 0,  S_{2k+1} = q_{2k+1},

and |S_N| ≤ B for every N. The Lean proof shows the even case by induction on the number of pairs and then distinguishes even from odd N. Such a chain satisfies the hypothesis of `coulomb_converges` with the same B. Charges ±1 with independent, equally likely signs do not: their net charge is almost surely unbounded, so the theorem says nothing about them. Bounded net charge is sufficient for convergence, not necessary.

```lean
/-- A chain of neutral pairs, with charges of arbitrary sign and of magnitude at most `B`,
has all its net charges bounded by `B` in absolute value. -/
theorem netCharge_neutral_pairs {q : ℕ → ℝ} {B : ℝ}
    (hpair : ∀ k, q (2 * k + 1 + 1) = -q (2 * k + 1))
    (hq : ∀ k, |q (2 * k + 1)| ≤ B) (N : ℕ) : |netCharge q N| ≤ B := by
  -- complete pairs carry no net charge
  have heven : ∀ k, netCharge q (2 * k) = 0 := by
    intro k
    induction k with
    | zero => simp [netCharge]
    | succ k ih =>
      rw [show 2 * (k + 1) = 2 * k + 1 + 1 by ring, netCharge_succ, netCharge_succ, ih,
        hpair k]
      ring
  obtain ⟨k, hk | hk⟩ := Nat.even_or_odd' N
  · rw [hk, heven k, abs_zero]
    exact (abs_nonneg _).trans (hq 0)
  · rw [hk, netCharge_succ, heven k, zero_add]
    exact hq k

end

end DisorderedChain
```

```lean
#print axioms DisorderedChain.coulomb_converges
#print axioms DisorderedChain.remainder_bound_sharp
#print axioms DisorderedChain.netCharge_neutral_pairs
```

```
'DisorderedChain.coulomb_converges' depends on axioms: [propext, Classical.choice, Quot.sound]
'DisorderedChain.remainder_bound_sharp' depends on axioms: [propext, Classical.choice, Quot.sound]
'DisorderedChain.netCharge_neutral_pairs' depends on axioms: [propext, Classical.choice, Quot.sound]
```
